# Real unit states on a loop of n + 1 points have a positive overlap product if all neighbouring overlaps exceed cos(π/(n+1)) in absolute value

## A sign picked up around a loop of geometries

Take a molecule whose electronic Hamiltonian is real, and follow one adiabatic electronic state around a closed loop of nuclear geometries. If the loop goes once around a single conical intersection between this state and another, the continuously followed real state returns with the opposite sign. This is the geometric phase in its simplest form.

A calculation gives the state only at a finite number of mesh points, and at each of them the overall sign is arbitrary. A quantity that does not depend on these signs is the product of overlaps around the loop. For three states u, v, w on a triangle it is

⟨u,v⟩ ⟨v,w⟩ ⟨w,u⟩.

Each state occurs twice, so flipping its sign changes nothing. A negative product means that no choice of signs makes all three overlaps positive: the mesh states show a sign change around the triangle. How large must the overlaps be to exclude one?

## The threshold and its dependence on the number of points

For a triangle the answer is 1/2: if all three overlaps exceed 1/2 in absolute value, the product is positive. For a loop of n + 1 points with states u₀, …, uₙ, the threshold is cos(π/(n+1)). It approaches 1 as the number of points grows, so overlaps that look comfortably large can still accompany a sign change on a long loop.

In Lean, the states are a sequence `u : ℕ → V` of unit vectors in a real inner-product space `V` of any dimension, finite or infinite. Only the entries 0 to n enter the product

`loopProduct u n` = ⟨u₀,u₁⟩ ⟨u₁,u₂⟩ ⋯ ⟨uₙ₋₁,uₙ⟩ ⟨uₙ,u₀⟩.

Note that `n` counts the links before the closing one, not the points. The theorem `loopProduct_pos` assumes the bound for these links in `h` and for the closing link in `hclose`, and concludes that the product is positive. `triangle_pos` is the case n = 2, written for three named vectors.

The theorem `threshold_sharp` gives, for every n ≥ 2, unit states whose overlaps all equal the threshold in absolute value and whose product is negative. The strict inequality therefore cannot be relaxed to "at least", nor the threshold lowered. With two points the product is a square, and with one point it is 1, so a negative product first becomes possible at the triangle. For two points the threshold is 0, and orthogonal states, whose product is 0, show that the strict inequality is needed there too.

Real vectors stand for a situation without magnetic field or spin–orbit coupling, in which the electronic wave functions can be chosen real. Complex states, whose overlap product has a general phase, need a different treatment.

The hypotheses concern the mesh points only. To identify the sign of the product with that of continuous transport, one must also know how the state behaves between them. It suffices that, along each edge, the continuously followed state never becomes orthogonal to the state at the start of that edge.

For a surface mesh in electronic-structure work, the result means that a triangle of real, normalised states can show a negative product only if at least one overlap is 1/2 or less in absolute value.

## From overlaps to angles

Let ∠(x,y) = arccos⟨x,y⟩ be the angle between unit vectors, with values from 0 to π. Angles obey a triangle inequality. To see this, put α = ∠(x,y) and β = ∠(y,z). If α + β ≥ π, there is nothing to show. Otherwise split off the components along y:

x = cos α · y + p,  z = cos β · y + q,

where p and q are orthogonal to y and have lengths sin α and sin β. By the Cauchy–Schwarz inequality,

⟨x,z⟩ = cos α cos β + ⟨p,q⟩ ≥ cos α cos β − sin α sin β = cos(α + β).

Since the cosine decreases on [0,π], ∠(x,z) ≤ α + β.

Now let n ≥ 1 and θ = π/(n+1), so that θ ≤ π/2 and cos θ ≥ 0. All overlaps are then nonzero by hypothesis. Choose signs step by step:

s₀ = 1,  sᵢ₊₁ = sᵢ · sign⟨uᵢ,uᵢ₊₁⟩.

The aligned states vᵢ = sᵢuᵢ satisfy

⟨vᵢ,vᵢ₊₁⟩ = |⟨uᵢ,uᵢ₊₁⟩| > cos θ,

so neighbouring aligned states enclose an angle below θ. Adding the n steps gives

∠(v₀,vₙ) ≤ nθ = π − θ,

and hence

⟨vₙ,v₀⟩ ≥ cos(π − θ) = −cos θ.

The closing overlap also exceeds cos θ in absolute value. A negative value would have to lie below −cos θ, which the last bound forbids, so ⟨vₙ,v₀⟩ = sₙ⟨uₙ,u₀⟩ is positive.

Let P be the product of the n overlaps along the open chain. The choice of signs makes sₙP the product of their absolute values, which is positive. Because sₙ² = 1, the full loop product is

P ⟨uₙ,u₀⟩ = (sₙP)(sₙ⟨uₙ,u₀⟩) > 0.

For n = 0 the product is ⟨u₀,u₀⟩ = 1.

## A conical intersection that reaches the threshold

The two-state Hamiltonian at distance r and polar angle φ from the intersection is taken as

H(r,φ) = r (cos φ, sin φ; sin φ, −cos φ),

with the semicolon separating the rows. Here r is measured in energy units, the cone is isotropic, and the energy at the intersection is zero. The state (cos a, sin a), called `realState a`, satisfies

H(r,2a) (cos a, sin a) = r (cos a, sin a),

by the addition formulas for sine and cosine. For r > 0 it is the upper adiabatic state. When the polar angle advances by 2π, the mixing angle a advances only by π, and the state changes sign.

Place n + 1 points at equal polar spacing, so that the mixing angles are kθ with k = 0, …, n and θ = π/(n+1). The overlap of two such states is the cosine of the difference of their mixing angles. Hence

⟨uₖ,uₖ₊₁⟩ = cos θ for k < n,  ⟨uₙ,u₀⟩ = cos(nθ) = −cos θ.

The loop product is −(cos θ)ⁿ⁺¹, which is negative for n ≥ 2 because then θ ≤ π/3. On the triangle the overlaps are 1/2, 1/2 and −1/2, and the product is −1/8.

## The Lean development

```lean
import Mathlib

open scoped Real
open Matrix InnerProductGeometry

namespace ConicalIntersectionMesh

noncomputable section

variable {V : Type*} [NormedAddCommGroup V] [InnerProductSpace ℝ V]

/-- The cyclic product of overlaps of the real states `u 0, …, u n` around a closed loop
of `n + 1` mesh points. -/
def loopProduct (u : ℕ → V) (n : ℕ) : ℝ :=
  (∏ i ∈ Finset.range n, inner ℝ (u i) (u (i + 1))) * inner ℝ (u n) (u 0)

/-- The real two-component state with mixing angle `a`. -/
def realState (a : ℝ) : EuclideanSpace ℝ (Fin 2) := !₂[Real.cos a, Real.sin a]

/-- The linear two-state Hamiltonian at distance `r` and polar angle `φ` from a conical
intersection. -/
def coneHamiltonian (r φ : ℝ) : Matrix (Fin 2) (Fin 2) ℝ :=
  !![r * Real.cos φ, r * Real.sin φ; r * Real.sin φ, -(r * Real.cos φ)]

/-- The cyclic product of overlaps does not change when the sign of each state is chosen
anew at every mesh point. -/
theorem loopProduct_sign_invariant (u : ℕ → V) (s : ℕ → ℝ)
    (hs : ∀ i, s i = 1 ∨ s i = -1) (n : ℕ) :
    loopProduct (fun i => s i • u i) n = loopProduct u n := by
  have sq : ∀ i, s i * s i = 1 := fun i => by
    rcases hs i with h | h <;> rw [h] <;> norm_num
  -- along an open chain only the signs at the two ends survive
  have key : ∀ m, ∏ i ∈ Finset.range m, inner ℝ (s i • u i) (s (i + 1) • u (i + 1))
      = s 0 * s m * ∏ i ∈ Finset.range m, inner ℝ (u i) (u (i + 1)) := by
    intro m
    induction m with
    | zero => simp [sq]
    | succ m ih =>
      rw [Finset.prod_range_succ, Finset.prod_range_succ, ih, real_inner_smul_left,
        real_inner_smul_right]
      linear_combination (s 0 * s (m + 1) * (∏ i ∈ Finset.range m,
        inner ℝ (u i) (u (i + 1))) * inner ℝ (u m) (u (m + 1))) * sq m
  simp only [loopProduct]
  rw [key n, real_inner_smul_left, real_inner_smul_right]
  linear_combination ((∏ i ∈ Finset.range n, inner ℝ (u i) (u (i + 1))) *
    inner ℝ (u n) (u 0)) * (s n * s n * sq 0 + sq n)

/-- Two unit vectors whose overlap is at least `cos θ`, with `θ ≥ 0`, enclose an angle of
at most `θ`. -/
theorem angle_le_of_overlap {x y : V} {θ : ℝ} (hx : ‖x‖ = 1) (hy : ‖y‖ = 1)
    (h0 : 0 ≤ θ) (h : Real.cos θ ≤ inner ℝ x y) : angle x y ≤ θ := by
  by_contra hc
  have hlt := Real.cos_lt_cos_of_nonneg_of_le_pi h0 (angle_le_pi x y) (not_le.mp hc)
  rw [cos_angle, hx, hy, mul_one, div_one] at hlt
  linarith

/-- If neighbouring unit states along a chain overlap by more than `cos θ` in absolute value,
with `0 ≤ θ ≤ π/2`, then the last state, multiplied by the sign of the product of overlaps,
lies within the angle `n θ` of the first. -/
theorem aligned_angle_le (u : ℕ → V) (hu : ∀ i, ‖u i‖ = 1) {θ : ℝ} (h0 : 0 ≤ θ)
    (h1 : θ ≤ π / 2) (n : ℕ)
    (h : ∀ i < n, Real.cos θ < |inner ℝ (u i) (u (i + 1))|) :
    ∃ s : ℝ, (s = 1 ∨ s = -1) ∧
      0 < s * ∏ i ∈ Finset.range n, inner ℝ (u i) (u (i + 1)) ∧
      angle (u 0) (s • u n) ≤ n * θ := by
  have nrm : ∀ r : ℝ, (r = 1 ∨ r = -1) → ∀ i, ‖r • u i‖ = 1 := by
    rintro r (rfl | rfl) i <;> simp [hu]
  have hcos : 0 ≤ Real.cos θ := Real.cos_nonneg_of_neg_pi_div_two_le_of_le (by linarith) h1
  induction n with
  | zero =>
    have hne : u 0 ≠ 0 := by
      intro hz
      have h2 := hu 0
      simp [hz] at h2
    exact ⟨1, Or.inl rfl, by simp, by simp [angle_self hne]⟩
  | succ n ih =>
    obtain ⟨s, hs, hpos, hang⟩ := ih (fun i hi => h i (by omega))
    have hn := h n (by omega)
    -- the sign that aligns the new state with its predecessor
    obtain ⟨t, ht, hta⟩ : ∃ t : ℝ, (t = 1 ∨ t = -1) ∧
        t * inner ℝ (u n) (u (n + 1)) = |inner ℝ (u n) (u (n + 1))| := by
      rcases abs_cases (inner ℝ (u n) (u (n + 1)) : ℝ) with ⟨e, _⟩ | ⟨e, _⟩
      · exact ⟨1, Or.inl rfl, by rw [e]; ring⟩
      · exact ⟨-1, Or.inr rfl, by rw [e]; ring⟩
    have hst : s * t = 1 ∨ s * t = -1 := by
      rcases hs with rfl | rfl <;> rcases ht with rfl | rfl <;> norm_num
    have hss : s * s = 1 := by rcases hs with rfl | rfl <;> norm_num
    refine ⟨s * t, hst, ?_, ?_⟩
    · rw [Finset.prod_range_succ]
      have hp := mul_pos hpos (show 0 < t * inner ℝ (u n) (u (n + 1)) by linarith)
      linarith
    · have hstep : angle (s • u n) ((s * t) • u (n + 1)) ≤ θ := by
        apply angle_le_of_overlap (nrm s hs n) (nrm _ hst (n + 1)) h0
        rw [real_inner_smul_left, real_inner_smul_right]
        have e : s * (s * t * inner ℝ (u n) (u (n + 1)))
            = t * inner ℝ (u n) (u (n + 1)) := by
          linear_combination (t * inner ℝ (u n) (u (n + 1))) * hss
        linarith
      have htri := angle_le_angle_add_angle (u 0) (s • u n) ((s * t) • u (n + 1))
      push_cast
      linarith

/-- If all neighbouring overlaps of real unit states around a closed loop of `n + 1` mesh
points exceed `cos (π / (n + 1))` in absolute value, their cyclic product is positive. -/
theorem loopProduct_pos (u : ℕ → V) (hu : ∀ i, ‖u i‖ = 1) (n : ℕ)
    (h : ∀ i < n, Real.cos (π / (n + 1)) < |inner ℝ (u i) (u (i + 1))|)
    (hclose : Real.cos (π / (n + 1)) < |inner ℝ (u n) (u 0)|) :
    0 < loopProduct u n := by
  rcases Nat.eq_zero_or_pos n with rfl | hn
  · simp [loopProduct, hu]
  have hn' : (1 : ℝ) ≤ n := by exact_mod_cast hn
  have hpi := Real.pi_pos
  have e : ((n : ℝ) + 1) * (π / (n + 1)) = π := by field_simp
  have h0 : 0 ≤ π / ((n : ℝ) + 1) := by positivity
  have h1 : π / ((n : ℝ) + 1) ≤ π / 2 := by
    rw [div_le_div_iff₀ (by positivity) (by norm_num)]
    nlinarith
  have hcos := Real.cos_nonneg_of_neg_pi_div_two_le_of_le (by linarith) h1
  obtain ⟨s, hs, hpos, hang⟩ := aligned_angle_le u hu h0 h1 n h
  have e2 : (n : ℝ) * (π / (n + 1)) = π - π / (n + 1) := by linear_combination e
  rw [e2] at hang
  -- the aligned closing overlap cannot drop below `-cos (π / (n + 1))`
  have hc := Real.cos_le_cos_of_nonneg_of_le_pi (angle_nonneg _ _) (by linarith) hang
  have hnorm : ‖s • u n‖ = 1 := by rcases hs with rfl | rfl <;> simp [hu]
  rw [Real.cos_pi_sub, cos_angle, hu, hnorm, mul_one, div_one, real_inner_smul_right,
    real_inner_comm] at hc
  have hb : 0 < s * inner ℝ (u n) (u 0) := by
    rcases hs with rfl | rfl <;>
      rcases abs_cases (inner ℝ (u n) (u 0) : ℝ) with ⟨e3, _⟩ | ⟨e3, _⟩ <;> linarith
  have hss : s * s = 1 := by rcases hs with rfl | rfl <;> norm_num
  have hp := mul_pos hpos hb
  have e4 : loopProduct u n = (s * ∏ i ∈ Finset.range n, inner ℝ (u i) (u (i + 1))) *
      (s * inner ℝ (u n) (u 0)) := by
    unfold loopProduct
    linear_combination (-((∏ i ∈ Finset.range n, inner ℝ (u i) (u (i + 1))) *
      inner ℝ (u n) (u 0))) * hss
  rw [e4]
  exact hp

/-- On a triangle, three real unit states whose pairwise overlaps all exceed `1/2` in absolute
value have a positive cyclic product of overlaps. -/
theorem triangle_pos (u v w : V) (hu : ‖u‖ = 1) (hv : ‖v‖ = 1) (hw : ‖w‖ = 1)
    (huv : 1 / 2 < |inner ℝ u v|) (hvw : 1 / 2 < |inner ℝ v w|)
    (hwu : 1 / 2 < |inner ℝ w u|) :
    0 < inner ℝ u v * inner ℝ v w * inner ℝ w u := by
  let f : ℕ → V := fun i => if i = 0 then u else if i = 1 then v else w
  have hf : ∀ i, ‖f i‖ = 1 := by
    intro i
    simp only [f]
    split_ifs <;> assumption
  have hcos : Real.cos (π / (((2 : ℕ) : ℝ) + 1)) = 1 / 2 := by
    have e : ((2 : ℕ) : ℝ) + 1 = 3 := by norm_num
    rw [e, Real.cos_pi_div_three]
  have key := loopProduct_pos f hf 2
    (by
      intro i hi
      rw [hcos]
      interval_cases i
      · simpa [f] using huv
      · simpa [f] using hvw)
    (by
      rw [hcos]
      simpa [f] using hwu)
  simpa [loopProduct, f, Finset.prod_range_succ] using key

/-- The overlap of two real two-component states is the cosine of the difference of their
mixing angles. -/
theorem inner_realState (a b : ℝ) :
    inner ℝ (realState a) (realState b) = Real.cos (a - b) := by
  rw [Real.cos_sub]
  simp [realState, PiLp.inner_apply, Fin.sum_univ_two]
  ring

/-- At polar angle `2a` around the conical intersection, the state with mixing angle `a` is an
eigenvector of the Hamiltonian with energy `r`. -/
theorem coneHamiltonian_eigenstate (r a : ℝ) :
    coneHamiltonian r (2 * a) *ᵥ (realState a).ofLp = r • (realState a).ofLp := by
  have h := Real.sin_sq_add_cos_sq a
  ext i
  fin_cases i
  · simp [coneHamiltonian, realState, Matrix.mulVec, dotProduct, Fin.sum_univ_two,
      Real.cos_two_mul, Real.sin_two_mul]
    linear_combination (2 * r * Real.cos a) * h
  · simp [coneHamiltonian, realState, Matrix.mulVec, dotProduct, Fin.sum_univ_two,
      Real.cos_two_mul, Real.sin_two_mul]
    ring

/-- For `n ≥ 2`, the `n + 1` states with mixing angles `k π / (n + 1)` have neighbouring
overlaps `cos (π / (n + 1))`, a closing overlap of the opposite value, and a negative cyclic
product. -/
theorem threshold_sharp (n : ℕ) (hn : 2 ≤ n) :
    let u : ℕ → EuclideanSpace ℝ (Fin 2) := fun k => realState (k * (π / (n + 1)))
    (∀ i, ‖u i‖ = 1) ∧
    (∀ i, inner ℝ (u i) (u (i + 1)) = Real.cos (π / (n + 1))) ∧
    inner ℝ (u n) (u 0) = -Real.cos (π / (n + 1)) ∧ loopProduct u n < 0 := by
  intro u
  have hn' : (2 : ℝ) ≤ n := by exact_mod_cast hn
  have hpi := Real.pi_pos
  have e : ((n : ℝ) + 1) * (π / (n + 1)) = π := by field_simp
  have hnorm : ∀ i, ‖u i‖ = 1 := by
    intro i
    have h := real_inner_self_eq_norm_sq (u i)
    simp only [u] at h ⊢
    rw [inner_realState, sub_self, Real.cos_zero] at h
    exact (pow_eq_one_iff_of_nonneg (norm_nonneg _) two_ne_zero).mp h.symm
  have hlink : ∀ i, inner ℝ (u i) (u (i + 1)) = Real.cos (π / (n + 1)) := by
    intro i
    simp only [u]
    rw [inner_realState, ← Real.cos_neg (π / ((n : ℝ) + 1))]
    congr 1
    push_cast
    ring
  have hclose : inner ℝ (u n) (u 0) = -Real.cos (π / (n + 1)) := by
    simp only [u]
    rw [inner_realState, ← Real.cos_pi_sub]
    congr 1
    push_cast
    linear_combination e
  -- with at least three points the threshold itself is positive
  have hc : 0 < Real.cos (π / ((n : ℝ) + 1)) := by
    have hp : 0 < π / ((n : ℝ) + 1) := by positivity
    apply Real.cos_pos_of_mem_Ioo
    constructor
    · linarith
    · rw [div_lt_div_iff₀ (by positivity) (by norm_num)]
      nlinarith
  refine ⟨hnorm, hlink, hclose, ?_⟩
  unfold loopProduct
  rw [hclose, Finset.prod_congr rfl (fun i _ => hlink i), Finset.prod_const]
  have hp := mul_pos (pow_pos hc (Finset.range n).card) hc
  linarith

end

end ConicalIntersectionMesh
```

```lean
#print axioms ConicalIntersectionMesh.loopProduct_pos
#print axioms ConicalIntersectionMesh.triangle_pos
#print axioms ConicalIntersectionMesh.coneHamiltonian_eigenstate
#print axioms ConicalIntersectionMesh.threshold_sharp
```

```
'ConicalIntersectionMesh.loopProduct_pos' depends on axioms: [propext, Classical.choice, Quot.sound]
'ConicalIntersectionMesh.triangle_pos' depends on axioms: [propext, Classical.choice, Quot.sound]
'ConicalIntersectionMesh.coneHamiltonian_eigenstate' depends on axioms: [propext, Classical.choice, Quot.sound]
'ConicalIntersectionMesh.threshold_sharp' depends on axioms: [propext, Classical.choice, Quot.sound]
```

## Carrying a sign along the chain

`loopProduct_sign_invariant` establishes that the product is independent of the sign choices. Its inner statement `key` shows by induction that an open chain retains only the signs at its two ends; the closing overlap supplies the same two signs again. The positivity proof does not call this theorem, since it tracks a single sign directly.

`angle_le_of_overlap` converts an overlap bound into an angle bound. It argues by contradiction: a larger angle would have a smaller cosine.

The induction is in `aligned_angle_le`. At each stage it carries a sign `s`, the positivity of `s` times the partial product, and the angle bound for the aligned last state. In the induction step, `t` is the sign that turns the new overlap into its absolute value, and `s * t` becomes the new accumulated sign. The inequality `hstep` bounds the new angle by θ, and `htri` adds it to the previous bound.

`loopProduct_pos` treats the single point separately and then sets θ = π/(n+1). The identity `e2` is nθ = π − θ, `hc` is the lower bound on the aligned closing overlap, and `hb` excludes the negative sign by cases. Finally, `e4` inserts the factor `s * s = 1` and splits the loop product into two positive factors.

For the triangle, `triangle_pos` puts the three vectors into a sequence and evaluates cos(π/3). On the cone side, `inner_realState` supplies the overlaps for `threshold_sharp`, while `coneHamiltonian_eigenstate` identifies the states as eigenvectors.

## Mathlib's triangle inequality for angles

The geometric content comes from one Mathlib theorem, `angle_le_angle_add_angle`. For three vectors x, y, z it states

∠(x,z) ≤ ∠(x,y) + ∠(y,z).

It is useful here because overlaps do not combine additively along a chain, whereas bounds on angles do. It holds in every real inner-product space, so the states need not be confined to a plane or to a two-state model.

Mathlib's `angle` is unoriented and lies between 0 and π. It belongs to vectors, not to physical states up to sign: replacing x by −x changes an angle α to π − α. This is why the induction aligns each new state before it applies the inequality, and why the accumulated sign must be kept until the loop closes.
